# A perfect mirror removes one third of the long-range nonretarded London attraction between two atoms at equal height

Two isotropic atoms sit at the same fixed height $h>0$ above a perfectly conducting plane, a lateral distance $R$ apart. Let the $3\times3$ matrix $G$ be their dipole coupling, including the path through the image, and take their nonretarded dispersion energy to be $-C\,\mathrm{tr}(GG^{\mathsf T})$ with the same constant $C>0$ with and without the metal. Then $R^6\,\mathrm{tr}(GG^{\mathsf T})\to4$ as $R\to\infty$. Without the metal the value is exactly 6, so the energy ratio tends to $2/3$.

A pairwise dispersion correction that keeps the free-space coefficient for two adsorbates therefore overestimates their distant attraction by half, in this model of point atoms and an ideal mirror.

In Lean 4 with Mathlib:

```lean
import Mathlib

open Matrix Filter Topology

namespace CoadsorbedAtoms

noncomputable section
```

## Dipole tensor, image and energy

Components are numbered 0, 1, 2, and component 2 is normal to the surface. The length of $r$ is $|r|=\sqrt{r_0^2+r_1^2+r_2^2}$. It is defined explicitly because Mathlib's norm on `Fin 3 → ℝ` is the largest absolute component.

```lean
/-- Euclidean length of a vector in three-dimensional space. -/
def len (r : Fin 3 → ℝ) : ℝ := √(r 0 ^ 2 + r 1 ^ 2 + r 2 ^ 2)
```

In Gaussian units, two static dipoles $p$ and $q$ separated by $r\neq0$ have the energy $q^{\mathsf T}T(r)\,p$, with

$$T_{ij}(r)=\frac{\delta_{ij}}{|r|^3}-\frac{3r_ir_j}{|r|^5}.$$

The vector $T(r)p$ is minus the electric field of $p$ at displacement $r$.

```lean
/-- The static dipole-dipole tensor `T(r) = 1/|r|³ - 3 r rᵀ/|r|⁵`, for `r ≠ 0`. -/
def dipoleTensor (r : Fin 3 → ℝ) : Matrix (Fin 3) (Fin 3) ℝ :=
  Matrix.of fun i j => (if i = j then 1 else 0) / len r ^ 3 - 3 * r i * r j / len r ^ 5
```

Outside a perfect metal, the charges induced by a dipole produce the field of an image dipole, which keeps the normal component and reverses the tangential ones: $S=\mathrm{diag}(-1,-1,1)$.

```lean
/-- The map from a dipole to its image in a perfect metal with surface normal `z`. -/
def mirror : Matrix (Fin 3) (Fin 3) ℝ := !![-1, 0, 0; 0, -1, 0; 0, 0, 1]
```

One atom feels the other directly, at displacement $(R,0,0)$, and feels the other's image at displacement $(R,0,2h)$. Hence

$$G=T(R,0,0)+T(R,0,2h)\,S.$$

```lean
/-- Coupling of two atoms at height `h` above the metal and lateral distance `R`:
the direct term plus the term through the image, for `R ≠ 0`. -/
def coupling (h R : ℝ) : Matrix (Fin 3) (Fin 3) ℝ :=
  dipoleTensor ![R, 0, 0] + dipoleTensor ![R, 0, 2 * h] * mirror
```

For isotropic atoms the energy to second order in the coupling is $-C\,\mathrm{tr}(GG^{\mathsf T})$. The constant $C$ stands for the polarizabilities of the two atoms, combined over all frequencies. It can be separated from $G$ because an ideal mirror responds equally at every frequency.

```lean
/-- Leading-order nonretarded dispersion energy `-C tr(G Gᵀ)` of two isotropic atoms
coupled by the tensor `G`. -/
def londonEnergy (C : ℝ) (G : Matrix (Fin 3) (Fin 3) ℝ) : ℝ := -C * (G * Gᵀ).trace
```

This energy is a definition here and is not derived from quantum mechanics. It leaves out retardation, higher orders in the coupling, changes of the polarizabilities near the surface, and each atom's own attraction to the metal. The limit $R\to\infty$ is taken within the nonretarded model, so physically it describes distances much larger than $h$ but still short compared with the wavelengths of the atomic transitions.

The definition of length gives $|r|^2=r_0^2+r_1^2+r_2^2$, since the sum under the root is nonnegative.

```lean
/-- The squared length is the sum of the squared components. -/
theorem len_sq (r : Fin 3 → ℝ) : len r ^ 2 = r 0 ^ 2 + r 1 ^ 2 + r 2 ^ 2 :=
  Real.sq_sqrt (by positivity)
```

## The image cancels the tangential field

The boundary condition at a perfect conductor is a vanishing tangential electric field. Put a dipole $p$ at height $h$ and its image $Sp$ at depth $h$. A surface point $(x,y,0)$ lies at displacement $(x,y,-h)$ from the dipole and $(x,y,h)$ from the image, and both displacements have the same length $\ell$. Component 0 of the sum is

$$\frac{p_0}{\ell^3}-\frac{3x(xp_0+yp_1-hp_2)}{\ell^5}-\frac{p_0}{\ell^3}-\frac{3x(-xp_0-yp_1+hp_2)}{\ell^5}=0,$$

and component 1 vanishes in the same way, with $p_1/\ell^3$ in place of $p_0/\ell^3$ and $y$ in place of the prefactor $x$.

```lean
/-- At the surface point `(x, y, 0)` the tangential field of a dipole `p` at height `h`
is cancelled by that of its image at depth `h`. -/
theorem tangential_field_vanishes (x y h : ℝ) (p : Fin 3 → ℝ) :
    (dipoleTensor ![x, y, -h] *ᵥ p + dipoleTensor ![x, y, h] *ᵥ (mirror *ᵥ p)) 0 = 0 ∧
    (dipoleTensor ![x, y, -h] *ᵥ p + dipoleTensor ![x, y, h] *ᵥ (mirror *ᵥ p)) 1 = 0 := by
  have hl : len ![x, y, -h] = len ![x, y, h] := by simp [len]
  -- expand into matrix entries first, then insert the tensors
  constructor <;>
    simp only [Pi.add_apply, Matrix.mulVec, dotProduct, Fin.sum_univ_three] <;>
    simp [dipoleTensor, mirror, hl] <;> ring
```

The two halves of the conjunction are the two tangential components. In the proof, `hl` records that the lengths agree, the `simp` calls write out the components, and `ring` performs the cancellation. The theorem supports the choice of $S$; it does not address the uniqueness of the electrostatic solution.

## Six in free space

The trace $\mathrm{tr}(TT^{\mathsf T})$ is the sum of the squared entries of $T$. Using $\sum_i r_i^2=|r|^2$,

$$\mathrm{tr}(TT^{\mathsf T})=\frac{3}{|r|^6}-\frac{6|r|^2}{|r|^8}+\frac{9|r|^4}{|r|^{10}}=\frac{6}{|r|^6}.$$

```lean
/-- Without a metal, `|r|⁶ tr(T Tᵀ) = 6` for every nonzero separation `r`. -/
theorem free_strength (r : Fin 3 → ℝ) (hr : r ≠ 0) :
    len r ^ 6 * (dipoleTensor r * (dipoleTensor r)ᵀ).trace = 6 := by
  have hs := len_sq r
  have hd : len r ≠ 0 := by
    intro hz
    rw [hz] at hs
    have h0 : r 0 = 0 := pow_eq_zero_iff two_ne_zero |>.mp
      (by nlinarith [sq_nonneg (r 0), sq_nonneg (r 1), sq_nonneg (r 2)])
    have h1 : r 1 = 0 := pow_eq_zero_iff two_ne_zero |>.mp
      (by nlinarith [sq_nonneg (r 0), sq_nonneg (r 1), sq_nonneg (r 2)])
    have h2 : r 2 = 0 := pow_eq_zero_iff two_ne_zero |>.mp
      (by nlinarith [sq_nonneg (r 0), sq_nonneg (r 1), sq_nonneg (r 2)])
    apply hr
    funext i
    fin_cases i
    exacts [h0, h1, h2]
  -- the trace depends on the components only through the squared length
  have ht : (dipoleTensor r * (dipoleTensor r)ᵀ).trace =
      3 / len r ^ 6 - 6 * (r 0 ^ 2 + r 1 ^ 2 + r 2 ^ 2) / len r ^ 8
        + 9 * (r 0 ^ 2 + r 1 ^ 2 + r 2 ^ 2) ^ 2 / len r ^ 10 := by
    simp [Matrix.trace, Matrix.mul_apply, Fin.sum_univ_three, dipoleTensor]
    ring
  rw [ht, ← hs]
  field_simp
  norm_num
```

The first half of the proof shows that a nonzero vector has nonzero length: if the sum of squares were zero, each component would be zero. Then `ht` is the expanded trace, `← hs` replaces the sum of squares by the squared length, and `field_simp` clears the denominators.

For the lateral displacement $(R,0,0)$ with $R>0$ the length is $R$ itself.

```lean
/-- A purely lateral separation `R > 0` has length `R`. -/
theorem len_lateral {R : ℝ} (hR : 0 < R) : len ![R, 0, 0] = R := by
  simp [len, Real.sqrt_sq hR.le]
```

## The exact law at finite distance

Let $d=\sqrt{R^2+4h^2}$ be the distance to the image, and from here on let $x=R/d$. Then $4h^2/d^2=1-x^2$, and the nonzero entries of $R^3G$ are

$$\begin{aligned}
R^3G_{00}&=-2-x^3+3x^5,\\
R^3G_{11}&=1-x^3,\\
R^3G_{22}&=1-2x^3+3x^5,\\
R^3G_{20}&=-R^3G_{02}=6hR^4/d^5.
\end{aligned}$$

The two off-diagonal squares add up to $18x^8(1-x^2)$. The diagonal squares are

$$\begin{aligned}
(R^3G_{00})^2&=4+4x^3-12x^5+x^6-6x^8+9x^{10},\\
(R^3G_{11})^2&=1-2x^3+x^6,\\
(R^3G_{22})^2&=1-4x^3+6x^5+4x^6-12x^8+9x^{10}.
\end{aligned}$$

In the total, the eighth and tenth powers cancel:

$$R^6\,\mathrm{tr}(GG^{\mathsf T})=6-2x^3-6x^5+6x^6.$$

```lean
/-- Exact distance law for `R > 0`: with `x` the ratio of the direct distance to the distance
from the image, `R⁶ tr(G Gᵀ) = 6 - 2x³ - 6x⁵ + 6x⁶`. -/
theorem coupling_strength (h : ℝ) {R : ℝ} (hR : 0 < R) :
    R ^ 6 * (coupling h R * (coupling h R)ᵀ).trace =
      6 - 2 * (R / len ![R, 0, 2 * h]) ^ 3 - 6 * (R / len ![R, 0, 2 * h]) ^ 5
        + 6 * (R / len ![R, 0, 2 * h]) ^ 6 := by
  have hs : len ![R, 0, 2 * h] ^ 2 = R ^ 2 + 4 * h ^ 2 := by
    rw [len_sq]
    simp
    ring
  have hl := len_lateral hR
  obtain ⟨d, hd⟩ : ∃ d, len ![R, 0, 2 * h] = d := ⟨_, rfl⟩
  rw [hd] at hs ⊢
  have hd0 : d ≠ 0 := by
    rintro rfl
    nlinarith [sq_nonneg h, pow_pos hR 2]
  -- sum of the squared entries of the coupling tensor
  have ht : (coupling h R * (coupling h R)ᵀ).trace =
      (1 / R ^ 3 - 3 * R * R / R ^ 5 - (1 / d ^ 3 - 3 * R * R / d ^ 5)) ^ 2
        + (1 / R ^ 3 - 1 / d ^ 3) ^ 2
        + (1 / R ^ 3 + 1 / d ^ 3 - 12 * h ^ 2 / d ^ 5) ^ 2
        + 72 * h ^ 2 * R ^ 2 / d ^ 10 := by
    simp [Matrix.trace, Matrix.mul_apply, Fin.sum_univ_three, coupling, dipoleTensor,
      mirror, hl, hd]
    ring
  have hh : h ^ 2 = (d ^ 2 - R ^ 2) / 4 := by linarith
  rw [ht, hh]
  field_simp
  ring
```

The theorem holds for every real $h$ and writes $x$ as `R / len ![R, 0, 2 * h]`. Its proof names the image distance `d`, and `ht` lists the squared entries, the last term being the off-diagonal pair. Substituting $h^2=(d^2-R^2)/4$ does the work of $4h^2/d^2=1-x^2$, after which `field_simp` and `ring` confirm the polynomial.

## Always weaker, never by a full third

For $h>0$ and $R>0$,

$$R^2<R^2+4h^2\le(R+2h)^2,$$

so $R<d\le R+2h$.

```lean
/-- For `h > 0` and `R > 0` the distance to the image exceeds `R`, by at most `2h`. -/
theorem image_distance_bounds {h R : ℝ} (hh : 0 < h) (hR : 0 < R) :
    R < len ![R, 0, 2 * h] ∧ len ![R, 0, 2 * h] ≤ R + 2 * h := by
  have hs : len ![R, 0, 2 * h] ^ 2 = R ^ 2 + 4 * h ^ 2 := by
    rw [len_sq]
    simp
    ring
  have h0 : 0 ≤ len ![R, 0, 2 * h] := Real.sqrt_nonneg _
  constructor
  · nlinarith [pow_pos hh 2]
  · nlinarith [mul_pos hR hh]
```

Each `nlinarith` call passes from the squares to the lengths, using $h^2>0$ for the first bound and $Rh>0$ for the second.

Consequently $0<x<1$. Write $f(x)=6-2x^3-6x^5+6x^6$. Two factorisations place it between 4 and 6:

$$\begin{aligned}
f(x)-4&=2(1-x)(1+x+x^2-3x^5),\\
6-f(x)&=2x^3\bigl(1+3x^2(1-x)\bigr).
\end{aligned}$$

The last factor in the first line is positive because $x^5<1$, $x^5\le x$ and $x^5\le x^2$. Every factor in the second line is positive as well.

```lean
/-- At every height `h > 0` and distance `R > 0`, `R⁶ tr(G Gᵀ)` lies strictly between
4 and 6. -/
theorem strength_between {h R : ℝ} (hh : 0 < h) (hR : 0 < R) :
    4 < R ^ 6 * (coupling h R * (coupling h R)ᵀ).trace ∧
      R ^ 6 * (coupling h R * (coupling h R)ᵀ).trace < 6 := by
  have hb := (image_distance_bounds hh hR).1
  rw [coupling_strength h hR]
  have hx0 : 0 < R / len ![R, 0, 2 * h] := div_pos hR (hR.trans hb)
  have hx1 : R / len ![R, 0, 2 * h] < 1 := (div_lt_one (hR.trans hb)).mpr hb
  generalize R / len ![R, 0, 2 * h] = x at hx0 hx1 ⊢
  have hy : 0 < 1 - x := sub_pos.mpr hx1
  constructor
  · have h5 : x ^ 5 < 1 := pow_lt_one₀ hx0.le hx1 (by norm_num)
    have h51 : x ^ 5 ≤ x ^ 1 := pow_le_pow_of_le_one hx0.le hx1.le (by norm_num)
    have h52 : x ^ 5 ≤ x ^ 2 := pow_le_pow_of_le_one hx0.le hx1.le (by norm_num)
    have hq : 0 < 1 + x + x ^ 2 - 3 * x ^ 5 := by linarith [pow_one x]
    nlinarith [mul_pos hy hq]
  · have hq : 0 < 1 + 3 * x ^ 2 * (1 - x) := by positivity
    nlinarith [mul_pos (pow_pos hx0 3) hq]
```

After the exact law is inserted, `generalize` turns the ratio into a plain variable `x`. The two `hq` lines are the positive brackets above, and `nlinarith` multiplies them by $1-x$ and $x^3$. In the model, then, the mirror weakens the attraction at every finite distance, by less than one third.

## Four at large distance

For $R>2h$, the upper bound on $d$ gives

$$(R-2h)\,d\le(R-2h)(R+2h)=R^2-4h^2\le R^2.$$

Dividing by $Rd$ yields

$$1-\frac{2h}{R}\le x<1.$$

Hence $x\to1$, and since $f$ is continuous, $R^6\,\mathrm{tr}(GG^{\mathsf T})\to f(1)=4$.

```lean
/-- For atoms at a fixed height `h > 0` above a perfect metal, `R⁶ tr(G Gᵀ)` tends to 4
as the lateral distance `R` tends to infinity. -/
theorem strength_tendsto {h : ℝ} (hh : 0 < h) :
    Tendsto (fun R => R ^ 6 * (coupling h R * (coupling h R)ᵀ).trace) atTop (𝓝 4) := by
  -- the ratio of direct to image distance is squeezed between 1 - 2h/R and 1
  have hx : Tendsto (fun R : ℝ => R / len ![R, 0, 2 * h]) atTop (𝓝 1) := by
    have hlow : Tendsto (fun R : ℝ => 1 - 2 * h / R) atTop (𝓝 1) := by
      have h1 : Tendsto (fun R : ℝ => 2 * h / R) atTop (𝓝 0) :=
        tendsto_const_nhds.div_atTop tendsto_id
      simpa using h1.const_sub 1
    refine tendsto_of_tendsto_of_tendsto_of_le_of_le' hlow tendsto_const_nhds ?_ ?_
    · filter_upwards [eventually_gt_atTop (2 * h)] with R hR2
      have hR : 0 < R := by linarith
      obtain ⟨hb, hc⟩ := image_distance_bounds hh hR
      rw [one_sub_div hR.ne', div_le_div_iff₀ hR (hR.trans hb)]
      have hm := mul_le_mul_of_nonneg_left hc (sub_nonneg.mpr hR2.le)
      nlinarith [sq_nonneg h]
    · filter_upwards [eventually_gt_atTop 0] with R hR
      have hb := (image_distance_bounds hh hR).1
      exact (div_le_one (hR.trans hb)).mpr hb.le
  have hp : Continuous fun x : ℝ => 6 - 2 * x ^ 3 - 6 * x ^ 5 + 6 * x ^ 6 := by fun_prop
  have hlim := (hp.tendsto 1).comp hx
  have h4 : (6 - 2 * 1 ^ 3 - 6 * 1 ^ 5 + 6 * 1 ^ 6 : ℝ) = 4 := by norm_num
  rw [h4] at hlim
  refine hlim.congr' ?_
  filter_upwards [eventually_gt_atTop 0] with R hR
  exact (coupling_strength h hR).symm
```

`Tendsto … atTop (𝓝 4)` is the limit $R\to\infty$ at fixed `h`. The squeeze is `hx`, continuity of the polynomial is `hp`, and `congr'` transfers the limit to the trace, because the exact law holds for all $R>0$.

The entries of $R^3G$ suggest a physical picture. At $x=1$ they reduce to $\mathrm{diag}(0,0,2)$, against $\mathrm{diag}(-2,1,1)$ in free space: the image cancels the coupling of dipoles parallel to the surface and doubles that of perpendicular ones. The squares then sum to 4 instead of 6. This reading of the matrix is an illustration; the theorem concerns the trace.

## Two thirds of the energy

The constant $C$ cancels from the energy ratio. With the free-space value $R^6\,\mathrm{tr}(TT^{\mathsf T})=6$ at $r=(R,0,0)$,

$$\frac{-C\,\mathrm{tr}(GG^{\mathsf T})}{-C\,\mathrm{tr}(TT^{\mathsf T})}=\frac{R^6\,\mathrm{tr}(GG^{\mathsf T})}{6}\longrightarrow\frac46=\frac23.$$

```lean
/-- For `C > 0` and `h > 0`, the ratio of the London energy above the metal to that in free
space tends to 2/3 at large lateral distance: the metal removes one third of the attraction. -/
theorem energy_ratio_tendsto {C h : ℝ} (hC : 0 < C) (hh : 0 < h) :
    Tendsto (fun R => londonEnergy C (coupling h R) / londonEnergy C (dipoleTensor ![R, 0, 0]))
      atTop (𝓝 (2 / 3)) := by
  have hlim := (strength_tendsto hh).div_const 6
  have h46 : (4 / 6 : ℝ) = 2 / 3 := by norm_num
  rw [h46] at hlim
  refine hlim.congr' ?_
  filter_upwards [eventually_gt_atTop 0] with R hR
  have hr : (![R, 0, 0] : Fin 3 → ℝ) ≠ 0 := fun hz => hR.ne' (congrFun hz 0)
  have h0 := free_strength ![R, 0, 0] hr
  rw [len_lateral hR] at h0
  have ht : (dipoleTensor ![R, 0, 0] * (dipoleTensor ![R, 0, 0])ᵀ).trace ≠ 0 := by
    intro hz
    rw [hz] at h0
    norm_num at h0
  unfold londonEnergy
  rw [div_eq_div_iff (by norm_num) (mul_ne_zero (neg_ne_zero.mpr hC.ne') ht)]
  linear_combination (-C * (coupling h R * (coupling h R)ᵀ).trace) * h0

end

end CoadsorbedAtoms
```

The proof divides the previous limit by 6 and shows that the result equals the energy ratio for every $R>0$. There `h0` is the free-space value, `ht` ensures that the denominator is nonzero, and `linear_combination` verifies the cross-multiplied identity.

```lean
#print axioms CoadsorbedAtoms.tangential_field_vanishes
-- 'CoadsorbedAtoms.tangential_field_vanishes' depends on axioms: [propext, Classical.choice, Quot.sound]
#print axioms CoadsorbedAtoms.strength_between
-- 'CoadsorbedAtoms.strength_between' depends on axioms: [propext, Classical.choice, Quot.sound]
#print axioms CoadsorbedAtoms.energy_ratio_tendsto
-- 'CoadsorbedAtoms.energy_ratio_tendsto' depends on axioms: [propext, Classical.choice, Quot.sound]
```
